# A real, non-degenerate orbital ground level has no first-order spin–orbit shift

The lowest level is described here without a sorted list of eigenvalues: a real number E is the lowest eigenvalue of M if some nonzero state has eigenvalue E and M − E is positive semidefinite. For a real orbital Hamiltonian with a non-degenerate ground level, the lowering of that level by spin–orbit coupling is then bounded by a quantity of second order in the coupling, provided that the operator norm of the coupling is smaller than the orbital gap.

```lean
import Mathlib

open Matrix WithLp
open scoped Kronecker Matrix.Norms.L2Operator ComplexOrder

namespace SpinOrbitQuenching

noncomputable section

variable {m n s ι : Type*} [Fintype m] [Fintype n] [Fintype s] [Fintype ι]

/-- The real orbital `u` is a normalised eigenvector of the real symmetric `H` with energy `E₀`,
and every real orbital `x` orthogonal to `u` has mean energy at least `E₀ + g`. -/
structure IsGappedGround (H : Matrix n n ℝ) (u : n → ℝ) (E₀ g : ℝ) : Prop where
  symm : H.IsSymm
  unit : u ⬝ᵥ u = 1
  eig : H *ᵥ u = E₀ • u
  gap : ∀ x : n → ℝ, u ⬝ᵥ x = 0 → (E₀ + g) * (x ⬝ᵥ x) ≤ x ⬝ᵥ H *ᵥ x

/-- The spin-free Hamiltonian `H ⊗ 1` on orbital and spin space. -/
def spinFree (s : Type*) [DecidableEq s] (H : Matrix n n ℝ) : Matrix (n × s) (n × s) ℂ :=
  H.map Complex.ofReal ⊗ₖ (1 : Matrix s s ℂ)

/-- The spin-orbit operator `∑ₐ i Aₐ ⊗ Sₐ`. -/
def spinOrbit (A : ι → Matrix n n ℝ) (S : ι → Matrix s s ℂ) : Matrix (n × s) (n × s) ℂ :=
  ∑ a, (Complex.I • (A a).map Complex.ofReal) ⊗ₖ S a

/-- The orbital `u` occupied with spin state `χ`. -/
def prodState (u : n → ℝ) (χ : s → ℂ) : n × s → ℂ := fun p => (u p.1 : ℂ) * χ p.2

/-- `E` is the lowest eigenvalue of the Hermitian matrix `M`: it is an eigenvalue, and `M - E` is
positive semidefinite. -/
def IsLowest [DecidableEq m] (M : Matrix m m ℂ) (E : ℝ) : Prop :=
  (M - (E : ℂ) • (1 : Matrix m m ℂ)).PosSemidef ∧ ∃ ψ : m → ℂ, ψ ≠ 0 ∧ M *ᵥ ψ = (E : ℂ) • ψ

/-- Quenching: for real antisymmetric `Aₐ`, the spin-orbit operator has no matrix element between
any two spin states of the same real orbital. -/
theorem quenching (A : ι → Matrix n n ℝ) (S : ι → Matrix s s ℂ) (hA : ∀ a, (A a)ᵀ = -A a)
    (u : n → ℝ) (χ η : s → ℂ) :
    star (prodState u χ) ⬝ᵥ spinOrbit A S *ᵥ prodState u η = 0 := by
  have hV (i j : n) (σ τ : s) : spinOrbit A S (i, σ) (j, τ) = -spinOrbit A S (j, σ) (i, τ) := by
    simp only [spinOrbit, Matrix.sum_apply, ← Finset.sum_neg_distrib]
    refine Finset.sum_congr rfl fun a _ => ?_
    have h : A a j i = -A a i j := congrFun (congrFun (hA a) i) j
    simp [h]
  -- exchanging the two orbital indices reverses the sign of the orbital sum
  have h0 (σ τ : s) : ∑ i, ∑ j, (u i : ℂ) * u j * spinOrbit A S (i, σ) (j, τ) = 0 := by
    have h : ∑ i, ∑ j, (u i : ℂ) * u j * spinOrbit A S (i, σ) (j, τ) =
        -∑ i, ∑ j, (u i : ℂ) * u j * spinOrbit A S (i, σ) (j, τ) := by
      conv_lhs => rw [Finset.sum_comm]
      simp only [← Finset.sum_neg_distrib]
      refine Finset.sum_congr rfl fun i _ => Finset.sum_congr rfl fun j _ => ?_
      rw [hV j i]
      ring
    linear_combination h / 2
  have h1 : star (prodState u χ) ⬝ᵥ spinOrbit A S *ᵥ prodState u η = ∑ σ, ∑ τ,
      star (χ σ) * η τ * ∑ i, ∑ j, (u i : ℂ) * u j * spinOrbit A S (i, σ) (j, τ) := by
    simp only [dotProduct, Matrix.mulVec, Fintype.sum_prod_type_right, Finset.mul_sum]
    refine Finset.sum_congr rfl fun σ _ => ?_
    rw [Finset.sum_comm]
    refine Finset.sum_congr rfl fun τ _ => Finset.sum_congr rfl fun i _ =>
      Finset.sum_congr rfl fun j _ => ?_
    simp only [Pi.star_apply, prodState, star_mul', Complex.star_def, Complex.conj_ofReal]
    ring
  simp [h1, h0]

variable [DecidableEq s] {H : Matrix n n ℝ} {u : n → ℝ} {E₀ g : ℝ}

/-- `H ⊗ 1` acts on the orbital index only. -/
theorem spinFree_mulVec (H : Matrix n n ℝ) (φ : n × s → ℂ) :
    spinFree s H *ᵥ φ = fun p => ∑ j, (H p.1 j : ℂ) * φ (j, p.2) := by
  ext p
  simp [spinFree, Matrix.mulVec, dotProduct, Fintype.sum_prod_type, Matrix.one_apply]

/-- Without spin-orbit coupling, the ground orbital has energy `E₀` in every spin state. -/
theorem spinFree_prodState (h : IsGappedGround H u E₀ g) (χ : s → ℂ) :
    spinFree s H *ᵥ prodState u χ = (E₀ : ℂ) • prodState u χ := by
  rw [spinFree_mulVec]
  ext p
  have e : ∑ j, H p.1 j * u j = E₀ * u p.1 := congrFun h.eig p.1
  have e' : ∑ j, (H p.1 j : ℂ) * u j = E₀ * u p.1 := by exact_mod_cast e
  simp only [prodState, Pi.smul_apply, smul_eq_mul, ← mul_assoc, ← Finset.sum_mul, e']

/-- A spinor whose components are all orthogonal to the ground orbital has mean spin-free energy
at least `E₀ + g`. -/
theorem spinor_gap (h : IsGappedGround H u E₀ g)
    (φ : n × s → ℂ) (hφ : ∀ σ, ∑ i, (u i : ℂ) * φ (i, σ) = 0) :
    (E₀ + g) * (star φ ⬝ᵥ φ).re ≤ (star φ ⬝ᵥ spinFree s H *ᵥ φ).re := by
  -- real and imaginary parts of each spin component are real orbitals
  let r : s → n → ℝ := fun σ i => (φ (i, σ)).re
  let t : s → n → ℝ := fun σ i => (φ (i, σ)).im
  have h1 : (star φ ⬝ᵥ φ).re = ∑ σ, (r σ ⬝ᵥ r σ + t σ ⬝ᵥ t σ) := by
    simp [r, t, dotProduct, Fintype.sum_prod_type_right, Finset.sum_add_distrib]
  have h2 : (star φ ⬝ᵥ spinFree s H *ᵥ φ).re =
      ∑ σ, (r σ ⬝ᵥ H *ᵥ r σ + t σ ⬝ᵥ H *ᵥ t σ) := by
    rw [spinFree_mulVec]
    simp [r, t, dotProduct, Matrix.mulVec, Fintype.sum_prod_type_right, Finset.sum_add_distrib]
  rw [h1, h2, Finset.mul_sum]
  refine Finset.sum_le_sum fun σ _ => ?_
  have hr := h.gap (r σ) (by simpa [r, dotProduct] using congrArg Complex.re (hφ σ))
  have ht := h.gap (t σ) (by simpa [t, dotProduct] using congrArg Complex.im (hφ σ))
  linarith

/-- The overlap of a state with itself is its squared norm. -/
theorem norm_sq (x : m → ℂ) : (star x ⬝ᵥ x).re = ‖toLp 2 x‖ ^ 2 := by
  have h : inner ℂ (toLp 2 x) (toLp 2 x) = star x ⬝ᵥ x :=
    (EuclideanSpace.inner_eq_star_dotProduct _ _).trans (dotProduct_comm _ _)
  rw [← h]
  exact inner_self_eq_norm_sq (𝕜 := ℂ) _

variable [DecidableEq m] [DecidableEq n]

/-- The real part of a matrix element of `V` is at least minus the operator norm of `V` times the
norms of the two states. -/
theorem neg_norm_le (V : Matrix m m ℂ) (x y : m → ℂ) :
    -(‖V‖ * ‖toLp 2 x‖ * ‖toLp 2 y‖) ≤ (star x ⬝ᵥ V *ᵥ y).re := by
  have h : inner ℂ (toLp 2 x) (toLp 2 (V *ᵥ y)) = star x ⬝ᵥ V *ᵥ y :=
    (EuclideanSpace.inner_eq_star_dotProduct _ _).trans (dotProduct_comm _ _)
  have h1 := (abs_le.1 ((Complex.abs_re_le_norm _).trans
    (norm_inner_le_norm (𝕜 := ℂ) (toLp 2 x) (toLp 2 (V *ᵥ y))))).1
  have h0 : ‖toLp 2 (V *ᵥ y)‖ ≤ ‖V‖ * ‖toLp 2 y‖ := Matrix.l2_opNorm_mulVec V (toLp 2 y)
  have h2 := mul_le_mul_of_nonneg_left h0 (norm_nonneg (toLp 2 x))
  rw [h] at h1
  linarith

/-- Let `u` be a ground orbital of `H` with energy `E₀` and gap at least `g`. For real antisymmetric
`Aₐ` and `‖V‖ < g`, the real part of the expectation of `H ⊗ 1 + V` in any state is at least
`E₀ - ‖V‖² / (g - ‖V‖)` times the squared norm of the state. -/
theorem mean_energy_bound (h : IsGappedGround H u E₀ g) {A : ι → Matrix n n ℝ}
    {S : ι → Matrix s s ℂ} (hA : ∀ a, (A a)ᵀ = -A a) (hv : ‖spinOrbit A S‖ < g)
    (ψ : n × s → ℂ) :
    (E₀ - ‖spinOrbit A S‖ ^ 2 / (g - ‖spinOrbit A S‖)) * (star ψ ⬝ᵥ ψ).re ≤
      (star ψ ⬝ᵥ (spinFree s H + spinOrbit A S) *ᵥ ψ).re := by
  -- split the state into its ground-orbital part and the rest
  obtain ⟨χ, hχ⟩ : ∃ χ : s → ℂ, ∀ σ, χ σ = ∑ i, (u i : ℂ) * ψ (i, σ) := ⟨_, fun _ => rfl⟩
  obtain ⟨φ, rfl⟩ : ∃ φ, ψ = prodState u χ + φ := ⟨ψ - prodState u χ, by simp⟩
  have hu' : ∑ i, u i * u i = 1 := h.unit
  have hu : ∑ i, (u i : ℂ) * u i = 1 := by exact_mod_cast hu'
  have hφ (σ : s) : ∑ i, (u i : ℂ) * φ (i, σ) = 0 := by
    have e := hχ σ
    simp only [Pi.add_apply, prodState, mul_add, Finset.sum_add_distrib, ← mul_assoc,
      ← Finset.sum_mul, hu, one_mul] at e
    linear_combination -e
  have haφ : star (prodState u χ) ⬝ᵥ φ = 0 := by
    have e : star (prodState u χ) ⬝ᵥ φ = ∑ σ, star (χ σ) * ∑ i, (u i : ℂ) * φ (i, σ) := by
      simp only [dotProduct, Fintype.sum_prod_type_right, Finset.mul_sum]
      refine Finset.sum_congr rfl fun σ _ => Finset.sum_congr rfl fun i _ => ?_
      simp only [Pi.star_apply, prodState, star_mul', Complex.star_def, Complex.conj_ofReal]
      ring
    simp [e, hφ]
  have hφa : star φ ⬝ᵥ prodState u χ = 0 := by rw [Matrix.star_dotProduct, haφ, star_zero]
  have hKa := spinFree_prodState h χ
  have haK : star (prodState u χ) ⬝ᵥ spinFree s H *ᵥ φ = 0 := by
    have hH : (H.map Complex.ofReal)ᴴ = H.map Complex.ofReal := by
      ext i j
      simp [h.symm.apply i j]
    have hK : (spinFree s H)ᴴ = spinFree s H := by
      rw [spinFree, Matrix.conjTranspose_kronecker, Matrix.conjTranspose_one, hH]
    have e : star (prodState u χ) ⬝ᵥ spinFree s H *ᵥ φ =
        star (spinFree s H *ᵥ prodState u χ) ⬝ᵥ φ := by
      rw [Matrix.star_mulVec, hK, ← Matrix.dotProduct_mulVec]
    rw [e, hKa, star_smul, smul_dotProduct, haφ, smul_zero]
  have haV := quenching A S hA u χ χ
  have hgap := spinor_gap h φ hφ
  have b1 := neg_norm_le (spinOrbit A S) (prodState u χ) φ
  have b2 := neg_norm_le (spinOrbit A S) φ (prodState u χ)
  have b3 := neg_norm_le (spinOrbit A S) φ φ
  simp only [Matrix.add_mulVec, Matrix.mulVec_add, star_add, add_dotProduct, dotProduct_add,
    dotProduct_smul, smul_eq_mul, hKa, haφ, hφa, haV, haK, Complex.add_re, Complex.re_ofReal_mul,
    add_zero, zero_add, norm_sq] at hgap ⊢
  generalize ‖toLp 2 (prodState u χ)‖ = α at *
  generalize ‖toLp 2 φ‖ = β at *
  generalize ‖spinOrbit A S‖ = v at *
  -- complete the square in the two amplitudes
  have hw : 0 < g - v := sub_pos.2 hv
  have hd : v ^ 2 / (g - v) * (g - v) = v ^ 2 := div_mul_cancel₀ _ hw.ne'
  have hd0 : 0 ≤ v ^ 2 / (g - v) := div_nonneg (sq_nonneg v) hw.le
  generalize v ^ 2 / (g - v) = d at *
  have e : (g - v) * 0 ≤ (g - v) * ((g - v) * β ^ 2 - 2 * v * α * β + d * α ^ 2) := by
    linear_combination sq_nonneg ((g - v) * β - v * α) - α ^ 2 * hd
  have e1 := le_of_mul_le_mul_left e hw
  have e2 := mul_nonneg hd0 (sq_nonneg β)
  linarith

/-- No first-order shift: let `H` have a ground orbital `u` with energy `E₀` and gap at least `g`.
For real antisymmetric `Aₐ` and `‖V‖ < g`, spin-orbit coupling never raises the lowest eigenvalue
and lowers it by at most `‖V‖² / (g - ‖V‖)`. -/
theorem spinOrbit_shift (h : IsGappedGround H u E₀ g) {A : ι → Matrix n n ℝ}
    {S : ι → Matrix s s ℂ} (hA : ∀ a, (A a)ᵀ = -A a) (hv : ‖spinOrbit A S‖ < g) {E : ℝ}
    (hE : IsLowest (spinFree s H + spinOrbit A S) E) :
    0 ≤ E₀ - E ∧ E₀ - E ≤ ‖spinOrbit A S‖ ^ 2 / (g - ‖spinOrbit A S‖) := by
  obtain ⟨hp, ψ, hψ, hEψ⟩ := hE
  obtain ⟨⟨-, σ⟩, -⟩ := Function.ne_iff.1 hψ
  have pos {x : n × s → ℂ} (hx : x ≠ 0) : 0 < ‖toLp 2 x‖ ^ 2 :=
    pow_pos (norm_pos_iff.2 (by simpa using hx)) 2
  constructor
  · -- the unperturbed ground orbital is a trial state of mean energy `E₀`
    have hx : prodState u (1 : s → ℂ) ≠ 0 := fun e => by
      have hu : u = 0 := by
        ext i
        simpa [prodState] using congrFun e (i, σ)
      simpa [hu] using h.unit
    have e := (Complex.le_def.1 (hp.dotProduct_mulVec_nonneg (prodState u (1 : s → ℂ)))).1
    simp only [Matrix.sub_mulVec, Matrix.add_mulVec, Matrix.smul_mulVec, Matrix.one_mulVec,
      dotProduct_sub, dotProduct_add, dotProduct_smul, spinFree_prodState h, quenching A S hA,
      smul_eq_mul, add_zero, Complex.sub_re, Complex.re_ofReal_mul, Complex.zero_re, norm_sq] at e
    exact sub_nonneg.2 (le_of_mul_le_mul_right (sub_nonneg.1 e) (pos hx))
  · have b := mean_energy_bound h hA hv ψ
    rw [hEψ, dotProduct_smul, smul_eq_mul, Complex.re_ofReal_mul, norm_sq] at b
    linarith [le_of_mul_le_mul_right b (pos hψ)]

/-- Two orbitals with energies 0 and 1, coupled by `c` times an antisymmetric matrix and the Pauli
matrix `σ_z`, with `c² < 1`, meet the gap, antisymmetry and norm conditions of the shift bound. -/
theorem spinOrbit_shift_witness {c : ℝ} (hc : c ^ 2 < 1) :
    IsGappedGround !![0, 0; 0, 1] ![1, 0] 0 1 ∧ (!![0, -c; c, 0])ᵀ = -!![0, -c; c, 0] ∧
    ‖spinOrbit (fun _ : Unit => !![0, -c; c, 0])
      (fun _ => (!![1, 0; 0, -1] : Matrix (Fin 2) (Fin 2) ℂ))‖ < 1 := by
  refine ⟨⟨?_, ?_, ?_, ?_⟩, ?_, ?_⟩
  · ext i j; fin_cases i <;> fin_cases j <;> simp
  · simp [dotProduct, Fin.sum_univ_two]
  · ext i; fin_cases i <;> simp [Matrix.mulVec, dotProduct, Fin.sum_univ_two]
  · intro x hx
    have hx0 : x 0 = 0 := by simpa [dotProduct, Fin.sum_univ_two] using hx
    simp [Matrix.mulVec, dotProduct, Fin.sum_univ_two, hx0]
  · ext i j; fin_cases i <;> fin_cases j <;> simp
  · -- `V† V = c²` fixes the operator norm
    set V := spinOrbit (fun _ : Unit => !![0, -c; c, 0])
      (fun _ => (!![1, 0; 0, -1] : Matrix (Fin 2) (Fin 2) ℂ)) with hV
    have hVV : Vᴴ * V = ((c : ℂ) ^ 2) • (1 : Matrix (Fin 2 × Fin 2) (Fin 2 × Fin 2) ℂ) := by
      ext ⟨i, σ⟩ ⟨j, τ⟩
      fin_cases i <;> fin_cases σ <;> fin_cases j <;> fin_cases τ <;>
        simp [hV, spinOrbit, Matrix.mul_apply, Fintype.sum_prod_type, Fin.sum_univ_two] <;>
        linear_combination (-(c : ℂ) ^ 2) * Complex.I_sq
    have hn := Matrix.l2_opNorm_conjTranspose_mul_self V
    rw [hVV, norm_smul, CStarRing.norm_one, norm_pow, Complex.norm_real, Real.norm_eq_abs,
      sq_abs] at hn
    nlinarith [norm_nonneg V]

end

end SpinOrbitQuenching
```

```lean
#print axioms SpinOrbitQuenching.spinOrbit_shift
-- 'SpinOrbitQuenching.spinOrbit_shift' depends on axioms: [propext, Classical.choice, Quot.sound]
```

## The bound and its physical setting

Let H be a real symmetric orbital Hamiltonian with a normalised real ground orbital u of energy E₀, and let V be the spin–orbit operator

V = Σₐ i Aₐ ⊗ Sₐ,

where each Aₐ is real and antisymmetric. Write v = ‖V‖ and suppose v < g, where g is a lower bound on the orbital gap. If E is the lowest eigenvalue of H ⊗ 1 + V, then `spinOrbit_shift` states

0 ≤ E₀ − E ≤ v² / (g − v).

Replacing V by λV, with λ > 0 small, turns the right-hand side into λ²v² / (g − λv), so the shift has no term linear in λ.

The form of V comes from orbital angular momentum. In a basis of real orbitals its components are Hermitian and purely imaginary, hence i times a real antisymmetric matrix. The index a can run over x, y, z, with the coupling strength absorbed into Aₐ. For excitons, the orbital index may label electron–hole pairs in a finite Tamm–Dancoff model with real matrix elements and no electron–hole exchange, so that one H serves all spin states.

In Lean, a state is a complex function on `n × s`, orbital index first and spin index second. `spinFree s H` is H ⊗ 1, `spinOrbit A S` is V, and `prodState u χ` is u ⊗ χ. The norm of a matrix is the true operator norm, selected by `Matrix.Norms.L2Operator`.

The structure `IsGappedGround` expresses the gap as an inequality: every real orbital x with u · x = 0 satisfies

x · Hx ≥ (E₀ + g) x · x.

Since v < g makes g positive, u is then the only ground orbital up to a factor. Spin degeneracy is allowed. Orbital degeneracy of the ground level is excluded, and some separation is indeed needed: two orbitals at the same energy, coupled by c times an antisymmetric matrix with entries ±1 and by σ_z, split into levels at ±c, which is a first-order effect.

The matrices Sₐ carry no Hermiticity hypothesis of their own. In `spinOrbit_shift` the condition `IsLowest` already makes the full Hamiltonian Hermitian, because positive semidefiniteness in Mathlib includes it. The number E is given by hypothesis; for Hermitian Sₐ and nonempty index sets, the finite-dimensional spectral theorem supplies it.

## Why the ground orbital sees no coupling

For a real antisymmetric A, transposing the number u · Au gives

u · Au = u · Aᵀu = −u · Au,

so it vanishes. Therefore, for any spin states χ and η,

⟨u⊗χ | V | u⊗η⟩ = Σₐ i (u · Aₐu) ⟨χ | Sₐ | η⟩ = 0.

This is `quenching`. The Lean proof applies the same sign change to the entries of V: exchanging the orbital indices i and j at fixed spins σ and τ reverses the sign, so the double sum over orbitals equals its own negative. The whole spin multiplet of u thus has a zero first-order matrix.

## The lower bound on the energy

Any state ψ splits into a ground-orbital part and a rest,

ψ = u⊗χ + φ, with χ_σ = Σᵢ uᵢ ψ_{iσ} and Σᵢ uᵢ φ_{iσ} = 0.

The two parts are orthogonal. Let α = ‖u⊗χ‖ and β = ‖φ‖.

The first part has spin-free energy E₀α², by `spinFree_prodState`. For the second, write each spin component of φ as r_σ + i t_σ with real orbitals r_σ and t_σ, both orthogonal to u. The real part of the spin-free energy is then

Σ_σ (r_σ · Hr_σ + t_σ · Ht_σ) ≥ (E₀ + g) β².

This is `spinor_gap`, which carries the gap from real orbitals to complex spinors. The cross terms of H ⊗ 1 vanish because H is symmetric and u is its eigenvector.

In the coupling energy, the term between u⊗χ and itself is zero by quenching. The lemma `neg_norm_le`, which is Cauchy–Schwarz with the operator norm, bounds the two cross terms below by −vαβ each and the last term by −vβ². Altogether,

Re⟨ψ | H⊗1 + V | ψ⟩ ≥ E₀α² + (E₀ + g)β² − 2vαβ − vβ².

Set d = v² / (g − v). Subtracting (E₀ − d)(α² + β²) from the right-hand side leaves

dα² − 2vαβ + (g − v)β² + dβ² = ((g − v)β − vα)² / (g − v) + dβ² ≥ 0.

Hence the mean energy of a normalised state is at least E₀ − d. This is `mean_energy_bound`; its last lines complete the same square after multiplying through by g − v, which is positive.

## From mean energies to the lowest level

For E ≤ E₀, the proof of `spinOrbit_shift` takes u⊗χ with every component of χ equal to 1 as a trial state. Its squared norm is the number of spin states; after normalisation its mean energy is exactly E₀, since quenching removes V. Positive semidefiniteness of H⊗1 + V − E then gives E₀ − E ≥ 0.

For the other inequality, `mean_energy_bound` is applied to an eigenvector ψ belonging to E. It reads

(E₀ − d)‖ψ‖² ≤ E‖ψ‖²,

and dividing by ‖ψ‖² > 0 gives E₀ − E ≤ d.

## Two orbitals with spin ½

Take orbital energies 0 and 1, so that E₀ = 0 and g = 1, with A having rows (0, −c) and (c, 0), and S = σ_z. Here V†V = c², so ‖V‖ = |c|. The theorem `spinOrbit_shift_witness` confirms that this model meets the gap, antisymmetry and norm conditions whenever c² < 1.

Let c = 3/8. The spin-up block of H⊗1 + V has rows (0, −3i/8) and (3i/8, 1), and its eigenvalues solve

E² − E − 9/64 = 0, so E = −1/8 or E = 9/8.

The spin-down block has the same eigenvalues. The ground level therefore drops by 0.125, while the bound allows

(9/64) / (5/8) = 9/40 = 0.225.

Second-order perturbation theory gives a lowering of c² = 9/64 ≈ 0.141, which also lies within the bound.
